# Dunham coefficients of the Kratzer potential through order 1/g, from its bound-state levels

## Where does the vibration–rotation term come from?

To turn a Kratzer fit of a diatomic potential curve into spectroscopic constants, I expand its closed-form levels in v + 1/2 and J(J+1), where v and J are the vibrational and rotational quantum numbers. With x = r/r_e, where r_e is the equilibrium distance, energies in units of ħ²/(2μr_e²), where μ is the reduced mass, and well depth g², the potential is g²(1/x² − 2/x), and the levels I use are

E = −g⁴/(n + √(g² + j²))², n = v + 1/2, j = J + 1/2.

For v = 0 I can check this by substituting a power times an exponential. Does it hold for higher v? And n and j enter as separate summands in the denominator, so how does the expansion produce a term that couples vibration to rotation?

## The coupling is a cross term in the expanded square

The formula holds for every v. The coupling appears at order 1/g, when the inverse square is expanded for large g.

**The levels.** Put s = √(g² + j²), k = 1/2 + s and a = g²/(k + v), and let u be the radial wavefunction multiplied by x. Try u = x^k exp(−ax) P(x). Differentiating twice gives

u'' = x^k exp(−ax) [P'' + 2(k/x − a)P' + (k(k−1)/x² − 2ak/x + a²)P].

Now k(k−1) = s² − 1/4 = g² + J(J+1), and a(k+v) = g². The radial equation −u'' + Uu = −a²u, where U includes the centrifugal term J(J+1)/x², therefore reduces to

xP'' + 2(k − ax)P' + 2avP = 0.

For P = Σ c_i x^i with c_0 = 1, this means

(i+1)(i+2k) c_{i+1} = 2a(i − v) c_i.

The series stops at i = v, so P is a polynomial. As k and a are positive, u tends to zero at the origin and at infinity, as a bound state must. Since k + v = n + s, the energy −a² is the level above. For v = 0, P = 1 and your nodeless function returns.

**The expansion.** Let g grow at fixed n and j. Write e = 1/g and s = g + qe, with q = j²/(1 + √(1 + j²e²)), which tends to j²/2 as e → 0. Then

E = −g²/(1 + δ)², δ = ne + qe².

Using (1 + δ)⁻² = 1 − 2δ + 3δ² − 4δ³ + …, the e³ terms in the bracket are 6nq − 4n³, with q → j²/2. Hence

E = −g² + 2ng + j² − 3n² + (4n³ − 3nj²)/g + o(1/g).

The coupling −3nj²/g is the cross term of δ². Substituting j² = J(J+1) + 1/4 gives

E ≈ −g² + 1/4 + (2g − 3/(4g))n − 3n² + 4n³/g + (1 − 3n/g)J(J+1).

The substitution is where a term is readily lost: J = 0 means j = 1/2, not j = 0. Treating j² as J(J+1) drops both the constant 1/4 and the correction −3/(4g) to the coefficient of n.

**In a calculation.** Let the energy unit, which is the equilibrium rotational constant, be 2 cm⁻¹, and let g = 100, so that the well is 20000 cm⁻¹ deep. To order 1/g, the coefficients of n, n² and n³ are 399.985, −6 and 0.08 cm⁻¹, and the coefficient of nJ(J+1) is −0.06 cm⁻¹. These constants describe the rovibrational levels of a diatomic only as far as this potential, with its single shape parameter g, represents the molecule's curve, and only for v and J low enough that the omitted terms are small.

## What the theorems say

`IsRadialSolution U E u` says that u has first and second derivatives at every x > 0 and satisfies −u'' + Uu = Eu there. `effectivePotential` is the Kratzer potential plus the centrifugal term, `level` is the energy formula, and `exponent` is k. The quantum numbers `v` and `J` are natural numbers; the letters n and j denote the half-integer shifts, not quantum numbers. Energy zero is at dissociation, whereas Dunham expansions usually count from the minimum.

`kratzer_bound_state` states, for g > 0 and all v and J, that `kratzerState g J v` solves the equation at the stated level, tends to zero at the origin and at infinity, and is not identically zero on x > 0. The function is unnormalised, and there is no claim that these levels exhaust the bound spectrum. `kratzer_ground_state` gives the explicit v = 0 function.

`level_asymptotics` gives the 1/g coefficient as a limit for any fixed real n and j. `dunham_expansion` says that g times the error of the displayed formula tends to zero at fixed v and J. It provides no error bound at finite g and no uniformity in v or J. Centrifugal distortion, −J²(J+1)²/g² to leading order, lies beyond this truncation. It grows faster with J than the coupling term: in the example above, for v = 0, the two are about equal in size at J = 12.

In Lean 4 with Mathlib:

```lean
import Mathlib

open Filter Topology

namespace KratzerDunham

noncomputable section

/-- `u` solves the radial equation `-u'' + U u = E u` at every `x > 0`. -/
def IsRadialSolution (U : ℝ → ℝ) (E : ℝ) (u : ℝ → ℝ) : Prop :=
  ∃ u' u'' : ℝ → ℝ, ∀ x > 0, HasDerivAt u (u' x) x ∧ HasDerivAt u' (u'' x) x ∧
    -u'' x + U x * u x = E * u x

/-- The Kratzer potential with its centrifugal term, for `x ≠ 0`; lengths are in units of
the equilibrium distance `r_e`, energies in units of `ħ²/(2μ r_e²)`. -/
def effectivePotential (g : ℝ) (J : ℕ) (x : ℝ) : ℝ :=
  g ^ 2 * (1 / x ^ 2 - 2 / x) + J * (J + 1) / x ^ 2

/-- The Kratzer term value as a function of `n = v + 1/2` and `j = J + 1/2`, for
`n + √(g² + j²) ≠ 0`. -/
def level (g n j : ℝ) : ℝ := -g ^ 4 / (n + √(g ^ 2 + j ^ 2)) ^ 2

/-- The exponent `k = 1/2 + √(g² + (J + 1/2)²)` of the wavefunction at short distance. -/
def exponent (g : ℝ) (J : ℕ) : ℝ := 1 / 2 + √(g ^ 2 + ((J : ℝ) + 1 / 2) ^ 2)

/-- Power-series coefficients of the polynomial factor with `v` as quantum number,
for `k > 0`. -/
def seriesCoeff (k a : ℝ) (v : ℕ) : ℕ → ℝ
  | 0 => 1
  | i + 1 => 2 * a * ((i : ℝ) - v) / (((i : ℝ) + 1) * (i + 2 * k)) * seriesCoeff k a v i

/-- The polynomial factor of the wavefunction, for `k > 0`. -/
def seriesPoly (k a : ℝ) (v : ℕ) : Polynomial ℝ :=
  ∑ i ∈ Finset.range (v + 1), Polynomial.monomial i (seriesCoeff k a v i)

/-- The function `x^k exp(-a x)` times the polynomial factor, for `k > 0` and `x > 0`. -/
def radialWave (k a : ℝ) (v : ℕ) (x : ℝ) : ℝ :=
  x ^ k * Real.exp (-a * x) * (seriesPoly k a v).eval x

/-- The Kratzer wavefunction with quantum numbers `v` and `J`, for `g > 0` and `x > 0`. -/
def kratzerState (g : ℝ) (J v : ℕ) : ℝ → ℝ :=
  radialWave (exponent g J) (g ^ 2 / (exponent g J + v)) v

/-- The power series terminates: its coefficients vanish beyond order `v`. -/
theorem seriesCoeff_eq_zero (k a : ℝ) (v m : ℕ) (hm : v < m) : seriesCoeff k a v m = 0 := by
  induction m with
  | zero => omega
  | succ m ih =>
    by_cases h : v < m
    · rw [seriesCoeff, ih h, mul_zero]
    · have hv : m = v := by omega
      subst hv
      simp [seriesCoeff]

/-- For `k > 0` the polynomial factor `P` satisfies the equation
`x P'' + 2 (k - a x) P' + 2 a v P = 0`. -/
theorem seriesPoly_equation {k : ℝ} (hk : 0 < k) (a : ℝ) (v : ℕ) (x : ℝ) :
    x * (seriesPoly k a v).derivative.derivative.eval x
      + 2 * (k - a * x) * (seriesPoly k a v).derivative.eval x
      + 2 * a * v * (seriesPoly k a v).eval x = 0 := by
  have hc : ∀ m, (seriesPoly k a v).coeff m = seriesCoeff k a v m := by
    intro m
    rw [seriesPoly, Polynomial.finsetSum_coeff]
    simp only [Polynomial.coeff_monomial, Finset.sum_ite_eq', Finset.mem_range]
    split_ifs with h
    · rfl
    · exact (seriesCoeff_eq_zero k a v m (by omega)).symm
  have hrec : ∀ i : ℕ, seriesCoeff k a v (i + 1) * (((i : ℝ) + 1) * (i + 2 * k))
      = 2 * a * ((i : ℝ) - v) * seriesCoeff k a v i := by
    intro i
    have h : ((i : ℝ) + 1) * (i + 2 * k) ≠ 0 := by positivity
    rw [seriesCoeff, mul_right_comm, div_mul_cancel₀ _ h]
  -- compare coefficients of each power of x
  have hp : Polynomial.X * (seriesPoly k a v).derivative.derivative
      + Polynomial.C (2 * k) * (seriesPoly k a v).derivative
      - Polynomial.C (2 * a) * (Polynomial.X * (seriesPoly k a v).derivative)
      + Polynomial.C (2 * a * v) * seriesPoly k a v = 0 := by
    ext m
    cases m with
    | zero =>
      have h := hrec 0
      simp only [Polynomial.coeff_add, Polynomial.coeff_sub, Polynomial.coeff_C_mul,
        Polynomial.coeff_X_mul_zero, Polynomial.coeff_derivative, Polynomial.coeff_zero, hc]
      push_cast at h ⊢
      linear_combination h
    | succ m =>
      have h := hrec (m + 1)
      simp only [Polynomial.coeff_add, Polynomial.coeff_sub, Polynomial.coeff_C_mul,
        Polynomial.coeff_X_mul, Polynomial.coeff_derivative, Polynomial.coeff_zero, hc]
      push_cast at h ⊢
      linear_combination h
  have h := congrArg (Polynomial.eval x) hp
  simp only [Polynomial.eval_add, Polynomial.eval_sub, Polynomial.eval_mul,
    Polynomial.eval_C, Polynomial.eval_X, Polynomial.eval_zero] at h
  linear_combination h

/-- If `f` has derivative `f'` at `x > 0`, then differentiating `x^k exp(-a x) f(x)` there replaces
`f` by `(k/x - a) f + f'`. -/
theorem hasDerivAt_weight (k a : ℝ) {x : ℝ} (hx : 0 < x) {f : ℝ → ℝ} {f' : ℝ}
    (hf : HasDerivAt f f' x) :
    HasDerivAt (fun y => y ^ k * Real.exp (-a * y) * f y)
      (x ^ k * Real.exp (-a * x) * ((k * x⁻¹ - a) * f x + f')) x := by
  have h1 := Real.hasDerivAt_rpow_const (x := x) (p := k) (Or.inl hx.ne')
  have h2 := ((hasDerivAt_id' x).const_mul (-a)).exp
  refine ((h1.fun_mul h2).fun_mul hf).congr_deriv ?_
  rw [Real.rpow_sub_one hx.ne']
  ring

/-- For `k > 0` the function `radialWave k a v` solves the radial equation with potential
`k(k-1)/x² - 2a(k+v)/x` and energy `-a²`. -/
theorem radialWave_solution {k : ℝ} (hk : 0 < k) (a : ℝ) (v : ℕ) :
    IsRadialSolution (fun x => k * (k - 1) / x ^ 2 - 2 * (a * (k + v)) / x) (-a ^ 2)
      (radialWave k a v) := by
  have hode := seriesPoly_equation hk a v
  unfold radialWave
  generalize seriesPoly k a v = P at hode ⊢
  refine ⟨fun x => x ^ k * Real.exp (-a * x) *
      ((k * x⁻¹ - a) * P.eval x + P.derivative.eval x),
    fun x => x ^ k * Real.exp (-a * x) *
      ((k * x⁻¹ - a) * ((k * x⁻¹ - a) * P.eval x + P.derivative.eval x)
        + (k * (-(x ^ 2)⁻¹) * P.eval x + (k * x⁻¹ - a) * P.derivative.eval x
          + P.derivative.derivative.eval x)), fun x hx => ⟨?_, ?_, ?_⟩⟩
  · exact hasDerivAt_weight k a hx (P.hasDerivAt x)
  · exact hasDerivAt_weight k a hx
      (((((hasDerivAt_inv hx.ne').const_mul k).sub_const a).fun_mul
        (P.hasDerivAt x)).fun_add (P.derivative.hasDerivAt x))
  · have hx1 : x * x⁻¹ = 1 := mul_inv_cancel₀ hx.ne'
    -- the polynomial equation divided by x
    have h : P.derivative.derivative.eval x + 2 * (k * x⁻¹ - a) * P.derivative.eval x
        + 2 * a * v * x⁻¹ * P.eval x = 0 := by
      linear_combination x⁻¹ * hode x
        - (P.derivative.derivative.eval x - 2 * a * P.derivative.eval x) * hx1
    linear_combination (-(x ^ k * Real.exp (-a * x))) * h

/-- For `k > 0` and `a > 0` the function `radialWave k a v` tends to zero at the origin and
at infinity, and it is not identically zero on `x > 0`. -/
theorem radialWave_boundary {k a : ℝ} (hk : 0 < k) (ha : 0 < a) (v : ℕ) :
    Tendsto (radialWave k a v) (𝓝[>] 0) (𝓝 0) ∧ Tendsto (radialWave k a v) atTop (𝓝 0) ∧
      ∃ x > 0, radialWave k a v x ≠ 0 := by
  refine ⟨?_, ?_, ?_⟩
  · have h : ContinuousAt (radialWave k a v) 0 :=
      ((Real.continuousAt_rpow_const 0 k (Or.inr (by positivity))).mul
        (by fun_prop : ContinuousAt (fun x : ℝ => Real.exp (-a * x)) 0)).mul
        (seriesPoly k a v).continuous.continuousAt
    have h0 : radialWave k a v 0 = 0 := by simp [radialWave, Real.zero_rpow hk.ne']
    have h2 := h.tendsto.mono_left (nhdsWithin_le_nhds (s := Set.Ioi 0))
    rwa [h0] at h2
  · -- the exponential beats every power
    have h : ∀ P : Polynomial ℝ,
        Tendsto (fun x : ℝ => x ^ k * Real.exp (-a * x) * P.eval x) atTop (𝓝 0) := by
      intro P
      refine Polynomial.induction_on' P (fun p q hp hq => ?_) (fun n c => ?_)
      · have h := hp.add hq
        rw [add_zero] at h
        refine h.congr fun x => ?_
        rw [Polynomial.eval_add]
        ring
      · have h := (tendsto_rpow_mul_exp_neg_mul_atTop_nhds_zero (k + n) a ha).const_mul c
        rw [mul_zero] at h
        refine h.congr' ?_
        filter_upwards [eventually_gt_atTop 0] with x hx
        rw [Polynomial.eval_monomial, Real.rpow_add hx, Real.rpow_natCast]
        ring
    exact h _
  · have h0 : (seriesPoly k a v).eval 0 ≠ 0 := by
      simp [seriesPoly, Polynomial.eval_finsetSum, Finset.sum_range_succ', seriesCoeff]
    have h := ((seriesPoly k a v).continuous.continuousAt.eventually_ne h0).filter_mono
      (nhdsWithin_le_nhds (s := Set.Ioi 0))
    obtain ⟨x, hPx, hx⟩ := (h.and self_mem_nhdsWithin).exists
    have hx' : 0 < x := hx
    exact ⟨x, hx', mul_ne_zero (by positivity) hPx⟩

/-- For `g > 0` and all `v`, `J`, the Kratzer wavefunction solves the radial equation with
energy `-g⁴/(n + √(g² + j²))²`, `n = v + 1/2`, `j = J + 1/2`; it is not identically zero and
tends to zero at the origin and at infinity. -/
theorem kratzer_bound_state {g : ℝ} (hg : 0 < g) (J v : ℕ) :
    IsRadialSolution (effectivePotential g J) (level g (v + 1 / 2) (J + 1 / 2))
      (kratzerState g J v) ∧
    Tendsto (kratzerState g J v) (𝓝[>] 0) (𝓝 0) ∧
    Tendsto (kratzerState g J v) atTop (𝓝 0) ∧ ∃ x > 0, kratzerState g J v x ≠ 0 := by
  have hk : 0 < exponent g J := by unfold exponent; positivity
  have hkv : 0 < exponent g J + v := by positivity
  refine ⟨?_, radialWave_boundary hk (by positivity) v⟩
  have hkk : exponent g J * (exponent g J - 1) = g ^ 2 + J * (J + 1) := by
    have hs := Real.sq_sqrt (show 0 ≤ g ^ 2 + ((J : ℝ) + 1 / 2) ^ 2 by positivity)
    unfold exponent
    linear_combination hs
  have hE : level g (v + 1 / 2) (J + 1 / 2) = -(g ^ 2 / (exponent g J + v)) ^ 2 := by
    rw [level, exponent, div_pow]
    ring
  have hU : effectivePotential g J = fun x => exponent g J * (exponent g J - 1) / x ^ 2
      - 2 * (g ^ 2 / (exponent g J + v) * (exponent g J + v)) / x := by
    funext x
    rw [div_mul_cancel₀ _ hkv.ne', hkk, effectivePotential]
    ring
  rw [hE, hU]
  exact radialWave_solution hk _ v

/-- For `g > 0` the function `x^k exp(-g² x/k)` solves the Kratzer radial equation with
energy `-g⁴/k²`, where `k = 1/2 + √(g² + (J + 1/2)²)`. -/
theorem kratzer_ground_state {g : ℝ} (hg : 0 < g) (J : ℕ) :
    IsRadialSolution (effectivePotential g J) (-(g ^ 4 / exponent g J ^ 2))
      (fun x => x ^ exponent g J * Real.exp (-(g ^ 2 / exponent g J) * x)) := by
  have h := (kratzer_bound_state hg J 0).1
  have hu : kratzerState g J 0
      = fun x => x ^ exponent g J * Real.exp (-(g ^ 2 / exponent g J) * x) := by
    funext x
    simp [kratzerState, radialWave, seriesPoly, seriesCoeff]
  have hE : level g (((0 : ℕ) : ℝ) + 1 / 2) (J + 1 / 2) = -(g ^ 4 / exponent g J ^ 2) := by
    rw [level, exponent, Nat.cast_zero, zero_add, neg_div]
  rwa [hu, hE] at h

/-- At fixed `n` and `j`, the Kratzer term value minus `-g² + 2ng + j² - 3n²`, multiplied by
`g`, tends to `4n³ - 3nj²` as `g → ∞`. -/
theorem level_asymptotics (n j : ℝ) :
    Tendsto (fun g => g * (level g n j + g ^ 2 - 2 * n * g - j ^ 2 + 3 * n ^ 2)) atTop
      (𝓝 (4 * n ^ 3 - 3 * n * j ^ 2)) := by
  -- with e = 1/g, the square root is g + q(e)/g
  obtain ⟨q, hqd⟩ : ∃ q : ℝ → ℝ, ∀ e, q e = j ^ 2 / (1 + √(1 + j ^ 2 * e ^ 2)) :=
    ⟨_, fun _ => rfl⟩
  have hq : ContinuousAt q 0 := by
    rw [funext hqd]
    exact ContinuousAt.div (by fun_prop) (by fun_prop) (by positivity)
  have hq0 : q 0 = j ^ 2 / 2 := by rw [hqd]; norm_num
  obtain ⟨F, hFd⟩ : ∃ F : ℝ → ℝ, ∀ e, F e =
      (4 * n ^ 3 - 6 * n * q e + (3 * n ^ 4 - 4 * q e ^ 2) * e
        + (6 * n ^ 3 * q e - 8 * n * q e ^ 2) * e ^ 2
        + (2 * n ^ 2 * q e ^ 2 - 4 * q e ^ 3) * e ^ 3 - 2 * n * q e ^ 3 * e ^ 4
        - q e ^ 4 * e ^ 5) / (1 + n * e + q e * e ^ 2) ^ 2 := ⟨_, fun _ => rfl⟩
  have hF : ContinuousAt F 0 := by
    rw [funext hFd]
    exact ContinuousAt.div (by fun_prop) (by fun_prop) (by simp)
  have hF0 : F 0 = 4 * n ^ 3 - 3 * n * j ^ 2 := by
    rw [hFd, hq0]
    ring
  rw [← hF0]
  refine (hF.tendsto.comp tendsto_inv_atTop_zero).congr' ?_
  filter_upwards [eventually_gt_atTop |n|] with g hg
  have hg0 : 0 < g := (abs_nonneg n).trans_lt hg
  have hge : g * g⁻¹ = 1 := mul_inv_cancel₀ hg0.ne'
  have hs : √(g ^ 2 + j ^ 2) = g * √(1 + j ^ 2 * g⁻¹ ^ 2) := by
    rw [show g ^ 2 + j ^ 2 = g ^ 2 * (1 + j ^ 2 * g⁻¹ ^ 2) by field_simp,
      Real.sqrt_mul (by positivity), Real.sqrt_sq hg0.le]
  have ht := Real.sq_sqrt (show 0 ≤ 1 + j ^ 2 * g⁻¹ ^ 2 by positivity)
  have hqe := hqd g⁻¹
  rw [eq_div_iff (by positivity)] at hqe
  have ht0 := Real.sqrt_nonneg (1 + j ^ 2 * g⁻¹ ^ 2)
  set t := √(1 + j ^ 2 * g⁻¹ ^ 2)
  have h1 : t = 1 + q g⁻¹ * g⁻¹ ^ 2 :=
    mul_left_cancel₀ (show 1 + t ≠ 0 by positivity)
      (by linear_combination ht - g⁻¹ ^ 2 * hqe)
  have hj : j ^ 2 = 2 * q g⁻¹ + q g⁻¹ ^ 2 * g⁻¹ ^ 2 := by
    linear_combination -hqe + q g⁻¹ * h1
  have hns : n + √(g ^ 2 + j ^ 2) = g * (1 + n * g⁻¹ + q g⁻¹ * g⁻¹ ^ 2) := by
    linear_combination hs + g * h1 - n * hge
  have hpos : 0 < n + √(g ^ 2 + j ^ 2) := by
    have h2 : g ≤ √(g ^ 2 + j ^ 2) := (Real.le_sqrt' hg0).2 (by nlinarith [sq_nonneg j])
    linarith [neg_abs_le n]
  have hW : 1 + n * g⁻¹ + q g⁻¹ * g⁻¹ ^ 2 ≠ 0 := by
    intro h0
    rw [h0, mul_zero] at hns
    linarith
  have hc : ∀ W : ℝ, W ≠ 0 → -g ^ 4 / (g * W) ^ 2 * W ^ 2 = -g ^ 2 := by
    intro W hW
    field_simp
  have hc' := hc _ hW
  change F g⁻¹ = _
  rw [hFd, level, hns, hj, div_eq_iff (pow_ne_zero 2 hW)]
  generalize -g ^ 4 / (g * (1 + n * g⁻¹ + q g⁻¹ * g⁻¹ ^ 2)) ^ 2 = X at hc' ⊢
  linear_combination (norm := (field_simp; ring)) (-g) * hc'

/-- Dunham expansion of the Kratzer levels in `v + 1/2` and `J(J+1)`: at fixed `v` and `J`
the error of the displayed terms, multiplied by `g`, tends to zero as `g → ∞`. -/
theorem dunham_expansion (v J : ℕ) :
    Tendsto (fun g : ℝ => g * (level g (v + 1 / 2) (J + 1 / 2) -
      (-g ^ 2 + 1 / 4 + (2 * g - 3 / (4 * g)) * ((v : ℝ) + 1 / 2)
        - 3 * ((v : ℝ) + 1 / 2) ^ 2 + 4 / g * ((v : ℝ) + 1 / 2) ^ 3
        + (1 - 3 / g * ((v : ℝ) + 1 / 2)) * (J * (J + 1))))) atTop (𝓝 0) := by
  have h := (level_asymptotics ((v : ℝ) + 1 / 2) ((J : ℝ) + 1 / 2)).sub_const
    (4 * ((v : ℝ) + 1 / 2) ^ 3 - 3 * ((v : ℝ) + 1 / 2) * ((J : ℝ) + 1 / 2) ^ 2)
  rw [sub_self] at h
  refine h.congr' ?_
  filter_upwards [eventually_gt_atTop 0] with g hg
  have hge : g * g⁻¹ = 1 := mul_inv_cancel₀ hg.ne'
  linear_combination (4 * ((v : ℝ) + 1 / 2) ^ 3
    - 3 * ((v : ℝ) + 1 / 2) * ((J : ℝ) + 1 / 2) ^ 2) * hge

end

end KratzerDunham
```

```lean
#print axioms KratzerDunham.kratzer_bound_state
-- 'KratzerDunham.kratzer_bound_state' depends on axioms: [propext, Classical.choice, Quot.sound]
#print axioms KratzerDunham.kratzer_ground_state
-- 'KratzerDunham.kratzer_ground_state' depends on axioms: [propext, Classical.choice, Quot.sound]
#print axioms KratzerDunham.dunham_expansion
-- 'KratzerDunham.dunham_expansion' depends on axioms: [propext, Classical.choice, Quot.sound]
```

## From the recursion to the limit

`seriesCoeff_eq_zero` proves termination by induction. `seriesPoly_equation` obtains the equation for P by comparing the coefficients of each power of x, with the constant term treated separately.

`hasDerivAt_weight` is the product rule for x^k exp(−ax)f. `radialWave_solution` applies it twice, then uses the polynomial equation divided by x. `radialWave_boundary` uses k > 0 at the origin, exponential decay at infinity, and P(0) = 1 to find a point where the function is nonzero. `kratzer_bound_state` inserts the two identities for k(k−1) and a(k+v); `kratzer_ground_state` sets v = 0.

For the limit, `level_asymptotics` avoids an infinite series. It writes the scaled remainder as an explicit function `F` of e, continuous at 0 with F(0) = 4n³ − 3nj², and composes it with e = 1/g. The algebra identifying `F` with the remainder is carried out for g > |n|, where the denominator n + s is positive. `dunham_expansion` subtracts the limiting value and rewrites j² in terms of J(J+1).
